# A bounded London field $B(x)$ in a superconducting half-space is $B(0)e^{-x/\lambda}$

When a uniform magnetic field is applied parallel to the flat surface of a thick superconductor and I need the field at a depth $x$, I solve $B''=B/\lambda^2$, strike out the growing exponential and carry on with $B(x)=B(0)e^{-x/\lambda}$. The striking out bothers me. The equation is of second order, so it needs two numbers at the surface, and I supply only $B(0)$. I never specify the slope $B'(0)$. All I say is that the field stays bounded, with a bound that I don't even name. How can such a loose inequality fix one precise number, and would a slope that is nearly right do as well?

## Boundedness selects a single surface slope

The bound has to hold at every depth, and that makes it a strong condition. Any growing component, however small, eventually exceeds any constant. Only one slope removes that component, namely $B'(0)=-B(0)/\lambda$.

Let the superconductor fill $x\ge 0$, with the field parallel to its surface and of signed magnitude $B(x)$. Write $G=B'$ for its gradient, and let $\lambda>0$ be the penetration depth. The London equation is then $G'=B/\lambda^2$.

Take $k=1/\lambda$ or $k=-1/\lambda$, so that $k^2=1/\lambda^2$, and set $u=G+kB$. Then

$$u'=\frac{B}{\lambda^2}+kG=k^2B+kG=ku .$$

Hence $(u\,e^{-kx})'=(u'-ku)e^{-kx}=0$. The product $u\,e^{-kx}$ keeps its surface value, and $u(x)=u(0)e^{kx}$. For the two values of $k$ this reads

$$G(x)+\frac{B(x)}{\lambda}=\Big(G(0)+\frac{B(0)}{\lambda}\Big)e^{x/\lambda},\qquad
G(x)-\frac{B(x)}{\lambda}=\Big(G(0)-\frac{B(0)}{\lambda}\Big)e^{-x/\lambda}.$$

Subtract the second equation from the first and multiply by $\lambda/2$. With $a=B(0)+\lambda G(0)$ and $b=B(0)-\lambda G(0)$,

$$B(x)=\tfrac12\big(a\,e^{x/\lambda}+b\,e^{-x/\lambda}\big)=B(0)\cosh\frac{x}{\lambda}+\lambda G(0)\sinh\frac{x}{\lambda}.$$

Now suppose that $|B(x)|\le C$ for all $x\ge0$. At the depth $x=\lambda t$, with $t\ge 0$, the solution gives $a\,e^{t}=2B(\lambda t)-b\,e^{-t}$. Since $e^{-t}\le1$ and $e^t\ge 1+t$,

$$|a|(1+t)\le|a|e^t\le 2C+|b| .$$

If $a$ were not zero, we could choose $t=(2C+|b|)/|a|$. The left side would then be $|a|+2C+|b|$, which is larger than the right side. So $a=0$, which means $G(0)=-B(0)/\lambda$, and the general solution becomes

$$B(x)=B(0)\Big(\cosh\frac{x}{\lambda}-\sinh\frac{x}{\lambda}\Big)=B(0)e^{-x/\lambda}.$$

Conversely, this profile never exceeds $|B(0)|$ in magnitude, so boundedness and the slope condition are equivalent.

A nearly right slope will not do. An error $\varepsilon$ in $G(0)$ adds $\lambda\varepsilon\sinh(x/\lambda)$ to the field. If the slope is wrong by one part in ten thousand, the error at $x=10\lambda$ is already about $1.1\,B(0)$. This is what spoils a numerical integration that starts at the surface and marches inwards.

The current and the flux follow. For a field along $z$ and a current density $j$ along $y$, Ampère's law is $B'=-\mu_0 j$, where $\mu_0$ is the vacuum permeability. Therefore

$$j(x)=-\frac{B'(x)}{\mu_0}=\frac{B(0)}{\mu_0\lambda}e^{-x/\lambda},\qquad \int_0^\infty B(x)\,dx=\lambda B(0).$$

The integral is the flux per unit length of surface, with the length measured along $y$.

Here is the same argument in Lean 4 with Mathlib.

```lean
import Mathlib

open Set MeasureTheory

namespace LondonMeissner

/-- The London equation `B'' = B / lam ^ 2` in the half-space `x ≥ 0`, for a penetration depth
`lam ≠ 0`; `G` is the gradient `B'` of the field, one-sided at the surface. -/
structure LondonField (lam : ℝ) (B G : ℝ → ℝ) : Prop where
  field : ∀ x, 0 ≤ x → HasDerivWithinAt B (G x) (Ici 0) x
  london : ∀ x, 0 ≤ x → HasDerivWithinAt G (B x / lam ^ 2) (Ici 0) x

/-- For `k = 1 / lam` or `k = -1 / lam`, the combination `B' + k B` of a London field varies
with depth as the pure exponential `exp (k x)`. -/
theorem exponential_mode {lam k : ℝ} {B G : ℝ → ℝ} (h : LondonField lam B G)
    (hk : k ^ 2 * lam ^ 2 = 1) {x : ℝ} (hx : 0 ≤ x) :
    G x + k * B x = (G 0 + k * B 0) * Real.exp (k * x) := by
  have hl : lam ≠ 0 := by
    rintro rfl
    norm_num at hk
  -- the mode divided by its exponential has zero derivative
  have hd : ∀ y, 0 ≤ y → HasDerivWithinAt
      (fun t => (G t + k * B t) * Real.exp (-(k * t))) 0 (Ici 0) y := by
    intro y hy
    have e : HasDerivAt (fun t => Real.exp (-(k * t)))
        (Real.exp (-(k * y)) * (-(k * 1))) y :=
      (((hasDerivAt_id' y).const_mul k).fun_neg).exp
    have hB : B y / lam ^ 2 = k ^ 2 * B y := by
      rw [div_eq_iff (pow_ne_zero 2 hl)]
      linear_combination (-B y) * hk
    refine (((h.london y hy).fun_add ((h.field y hy).const_mul k)).fun_mul
      e.hasDerivWithinAt).congr_deriv ?_
    rw [hB]
    ring
  have hc := constant_of_has_deriv_right_zero (a := 0) (b := x)
    (fun y hy => (hd y hy.1).continuousWithinAt.mono Icc_subset_Ici_self)
    (fun y hy => (hd y hy.1).mono (Ici_subset_Ici.2 hy.1)) x ⟨hx, le_rfl⟩
  simp only [mul_zero, neg_zero, Real.exp_zero, mul_one] at hc
  rw [← hc, mul_assoc, ← Real.exp_add, neg_add_cancel, Real.exp_zero, mul_one]

/-- For `lam ≠ 0`, the field and its gradient at the surface determine the London field at
every depth through a hyperbolic cosine and a hyperbolic sine. -/
theorem general_solution {lam : ℝ} {B G : ℝ → ℝ} (hl : lam ≠ 0)
    (h : LondonField lam B G) {x : ℝ} (hx : 0 ≤ x) :
    B x = B 0 * Real.cosh (x / lam) + lam * G 0 * Real.sinh (x / lam) := by
  obtain ⟨k, hk⟩ : ∃ k, lam * k = 1 := ⟨lam⁻¹, mul_inv_cancel₀ hl⟩
  have hxk : x / lam = k * x := by
    rw [div_eq_iff hl]
    linear_combination (-x) * hk
  have hp := exponential_mode h (k := k) (by linear_combination (lam * k + 1) * hk) hx
  have hm := exponential_mode h (k := -k) (by linear_combination (lam * k + 1) * hk) hx
  rw [neg_mul k x] at hm
  rw [hxk, Real.cosh_eq, Real.sinh_eq]
  -- the difference of the two modes isolates the field
  linear_combination (lam / 2) * (hp - hm)
    - (B x - B 0 * (Real.exp (k * x) + Real.exp (-(k * x))) / 2) * hk

/-- For `lam ≠ 0`, a London field whose surface gradient is `-B(0) / lam` equals `B(0)` times
`exp (-x / lam)` at every depth `x ≥ 0`. -/
theorem decay_of_slope {lam : ℝ} {B G : ℝ → ℝ} (hl : lam ≠ 0)
    (h : LondonField lam B G) (hG : G 0 = -B 0 / lam) {x : ℝ} (hx : 0 ≤ x) :
    B x = B 0 * Real.exp (-x / lam) := by
  have hG' : G 0 * lam = -B 0 := (eq_div_iff hl).1 hG
  rw [neg_div, ← Real.cosh_sub_sinh, general_solution hl h hx]
  linear_combination Real.sinh (x / lam) * hG'

/-- For `lam > 0`, a London field is bounded in the half-space exactly when its surface
gradient is `-B(0) / lam`. -/
theorem bounded_iff_slope {lam : ℝ} {B G : ℝ → ℝ} (hl : 0 < lam)
    (h : LondonField lam B G) :
    (∃ C, ∀ x, 0 ≤ x → |B x| ≤ C) ↔ G 0 = -B 0 / lam := by
  constructor
  · rintro ⟨C, hC⟩
    by_contra hne
    obtain ⟨a, ha⟩ : ∃ a, a = B 0 + lam * G 0 := ⟨_, rfl⟩
    obtain ⟨b, hb⟩ : ∃ b, b = B 0 - lam * G 0 := ⟨_, rfl⟩
    have ha0 : a ≠ 0 := by
      intro h0
      apply hne
      rw [eq_div_iff hl.ne']
      linear_combination h0 - ha
    have hC0 : 0 ≤ C := (abs_nonneg _).trans (hC 0 le_rfl)
    -- a depth, in units of `lam`, at which the growing part exceeds the bound
    obtain ⟨t, ht⟩ : ∃ t, t = (2 * C + |b|) / |a| := ⟨_, rfl⟩
    have ht0 : 0 ≤ t := by
      rw [ht]
      positivity
    have hta : t * |a| = 2 * C + |b| := (eq_div_iff (abs_ne_zero.2 ha0)).1 ht
    have hs := general_solution hl.ne' h (mul_nonneg hl.le ht0)
    rw [mul_div_cancel_left₀ t hl.ne', Real.cosh_eq, Real.sinh_eq] at hs
    have key : a * Real.exp t = 2 * B (lam * t) - b * Real.exp (-t) := by
      linear_combination (-2) * hs + Real.exp t * ha + Real.exp (-t) * hb
    have h1 : |a * Real.exp t| ≤ |2 * B (lam * t)| + |b * Real.exp (-t)| := by
      rw [key]
      simpa only [Real.norm_eq_abs] using
        norm_sub_le (2 * B (lam * t)) (b * Real.exp (-t))
    rw [abs_mul, abs_mul, abs_mul, abs_of_pos (Real.exp_pos t),
      abs_of_pos (Real.exp_pos (-t)), abs_two] at h1
    have h2 := hC (lam * t) (mul_nonneg hl.le ht0)
    have h3 := mul_le_mul_of_nonneg_left
      (Real.exp_le_one_iff.2 (neg_nonpos.2 ht0)) (abs_nonneg b)
    have h4 := mul_le_mul_of_nonneg_left (Real.add_one_le_exp t) (abs_nonneg a)
    have h5 := abs_pos.2 ha0
    nlinarith
  · intro hG
    refine ⟨|B 0|, fun x hx => ?_⟩
    rw [decay_of_slope hl.ne' h hG hx, abs_mul, abs_of_pos (Real.exp_pos _)]
    exact mul_le_of_le_one_right (abs_nonneg _) (Real.exp_le_one_iff.2
      (div_nonpos_of_nonpos_of_nonneg (neg_nonpos.2 hx) hl.le))

/-- For `lam > 0`, a bounded London field in the half-space `x ≥ 0` decays from its surface value as
`exp (-x / lam)`. -/
theorem meissner_effect {lam : ℝ} {B G : ℝ → ℝ} (hl : 0 < lam)
    (h : LondonField lam B G) (hb : ∃ C, ∀ x, 0 ≤ x → |B x| ≤ C) {x : ℝ} (hx : 0 ≤ x) :
    B x = B 0 * Real.exp (-x / lam) :=
  decay_of_slope hl.ne' h ((bounded_iff_slope hl h).1 hb) hx

/-- Let Ampère's law `B' = -mu0 j` and the London equation `j' = -B / (mu0 lam ^ 2)` hold in
the half-space, with `lam > 0`, `mu0 ≠ 0` and `B` bounded. Then the supercurrent density is
`B(0) / (mu0 lam)` times `exp (-x / lam)`. -/
theorem screening_current {lam mu0 : ℝ} {B j : ℝ → ℝ} (hl : 0 < lam) (hmu : mu0 ≠ 0)
    (ampere : ∀ x, 0 ≤ x → HasDerivWithinAt B (-(mu0 * j x)) (Ici 0) x)
    (london : ∀ x, 0 ≤ x → HasDerivWithinAt j (-B x / (mu0 * lam ^ 2)) (Ici 0) x)
    (hb : ∃ C, ∀ x, 0 ≤ x → |B x| ≤ C) {x : ℝ} (hx : 0 ≤ x) :
    j x = B 0 / (mu0 * lam) * Real.exp (-x / lam) := by
  have h : LondonField lam B (fun x => -(mu0 * j x)) :=
    ⟨ampere, fun y hy => (((london y hy).const_mul mu0).fun_neg).congr_deriv
      (by field_simp)⟩
  have hli : lam * lam⁻¹ = 1 := mul_inv_cancel₀ hl.ne'
  have hG : -(mu0 * j 0) = -B 0 / lam := (bounded_iff_slope hl h).1 hb
  -- the growing mode is absent at every depth
  have hm : -(mu0 * j x) + lam⁻¹ * B x
      = (-(mu0 * j 0) + lam⁻¹ * B 0) * Real.exp (lam⁻¹ * x) :=
    exponential_mode h (by linear_combination (lam * lam⁻¹ + 1) * hli) hx
  have h0 : -(mu0 * j 0) + lam⁻¹ * B 0 = 0 := by linear_combination hG
  rw [h0, zero_mul, meissner_effect hl h hb hx] at hm
  rw [div_mul_eq_mul_div, eq_div_iff (mul_ne_zero hmu hl.ne')]
  linear_combination (-lam) * hm + B 0 * Real.exp (-x / lam) * hli

/-- For `lam > 0`, the integral of a bounded London field over all depths is `lam` times the
surface field. -/
theorem penetrating_flux {lam : ℝ} {B G : ℝ → ℝ} (hl : 0 < lam)
    (h : LondonField lam B G) (hb : ∃ C, ∀ x, 0 ≤ x → |B x| ≤ C) :
    ∫ x in Ioi (0 : ℝ), B x = lam * B 0 := by
  have h1 : ∫ x in Ioi (0 : ℝ), B x
      = ∫ x in Ioi (0 : ℝ), B 0 * Real.exp (-(lam⁻¹ * x)) := by
    refine setIntegral_congr_fun measurableSet_Ioi fun x hx => ?_

    rw [meissner_effect hl h hb (le_of_lt hx), show -x / lam = -(lam⁻¹ * x) by ring]
  -- measure depth in units of the penetration depth
  have h2 := integral_comp_mul_left_Ioi (fun y => Real.exp (-y)) 0 (inv_pos.2 hl)
  simp only [mul_zero, integral_exp_neg_Ioi_zero, inv_inv, smul_eq_mul, mul_one] at h2
  rw [h1, integral_const_mul, h2, mul_comm]

/-- For `lam > 0` and any surface field `B0`, the profile `B0 exp (-x / lam)` is a London
field whose magnitude in the half-space is at most `|B0|`. -/
theorem london_field_witness {lam : ℝ} (hl : 0 < lam) (B0 : ℝ) :
    LondonField lam (fun x => B0 * Real.exp (-x / lam))
      (fun x => -(B0 / lam) * Real.exp (-x / lam)) ∧
    ∀ x, 0 ≤ x → |B0 * Real.exp (-x / lam)| ≤ |B0| := by
  have e : ∀ x : ℝ, HasDerivAt (fun t => Real.exp (-t / lam))
      (Real.exp (-x / lam) * (-1 / lam)) x :=
    fun x => (((hasDerivAt_id' x).fun_neg).div_const lam).exp
  refine ⟨⟨fun x _ => ?_, fun x _ => ?_⟩, fun x hx => ?_⟩
  · exact ((e x).const_mul B0).hasDerivWithinAt.congr_deriv (by ring)
  · exact ((e x).const_mul (-(B0 / lam))).hasDerivWithinAt.congr_deriv (by ring)
  · rw [abs_mul, abs_of_pos (Real.exp_pos _)]
    exact mul_le_of_le_one_right (abs_nonneg _) (Real.exp_le_one_iff.2
      (div_nonpos_of_nonpos_of_nonneg (neg_nonpos.2 hx) hl.le))

end LondonMeissner
```

```lean
#print axioms LondonMeissner.bounded_iff_slope
#print axioms LondonMeissner.screening_current
#print axioms LondonMeissner.penetrating_flux
```

```
'LondonMeissner.bounded_iff_slope' depends on axioms: [propext, Classical.choice, Quot.sound]
'LondonMeissner.screening_current' depends on axioms: [propext, Classical.choice, Quot.sound]
'LondonMeissner.penetrating_flux' depends on axioms: [propext, Classical.choice, Quot.sound]
```

## The half-space model in the Lean statements

`LondonField lam B G` says that `G` is the derivative of `B` and that `B x / lam ^ 2` is the derivative of `G`, at every `x` with `0 ≤ x`. The functions have type `ℝ → ℝ`, but the derivatives are taken within `Ici 0`, the set $x\ge0$. At an interior point this is the ordinary derivative, and at the surface it is the one-sided derivative from inside the material. What `B` does in the vacuum at negative `x` plays no part. A function that obeys the London equation on the whole line also satisfies this condition, with its derivative as `G`.

In `meissner_effect`, the hypothesis `hl` says that $\lambda>0$, `h` is the London equation, and `hb` says that some constant `C` bounds `|B x|` at all depths $x\ge0$. The conclusion is the decay law at any such depth. The surface field may have either sign or vanish, and in the last case the field is zero throughout the superconductor.

The constant `lam` stands for the response of the condensate. In London theory $\lambda^2=m/(\mu_0 n q^2)$ for carriers of mass $m$, charge $q$ and density $n$, so a single `lam` means a uniform density of superconducting carriers. In Ginzburg–Landau terms, the magnitude of the order parameter is held constant up to the surface. The model is static, local and one-dimensional, without vortices.

The London equation is an input. The theorem derives screening from it, and does not show that a metal cooled in a field will expel the flux and settle into a state that obeys it. That expulsion is the other half of what the name Meissner effect usually means.

`screening_current` starts one step earlier, from Ampère's law and the London equation for the current, $j'=-B/(\mu_0\lambda^2)$, again with $\lambda>0$ and a bounded field. Of `mu0` it asks only that it be nonzero. `penetrating_flux` gives the integral over all depths. `london_field_witness` shows that for every $\lambda>0$ and every surface field `B0` there is a profile that meets the hypotheses.

For simulation practice, the decay law gives a closed-form reference profile for a London solver, in a flat, thick sample with constant $\lambda$ and a uniform applied field parallel to the surface.

## From two exponential modes to the decay law

`exponential_mode` is the statement $u(x)=u(0)e^{kx}$. Its hypothesis `k ^ 2 * lam ^ 2 = 1` admits both signs of $k$ at once and forces `lam` to be nonzero. The intermediate claim `hd` computes the derivative of $u\,e^{-kx}$ by the product rule, replaces $B/\lambda^2$ by $k^2B$, and finds zero. The Mathlib lemma `constant_of_has_deriv_right_zero` then says that a continuous function on $[0,x]$ with vanishing right derivative is constant. It needs only right derivatives, which suits a field known only inside the material.

`general_solution` applies `exponential_mode` with $k$ and with $-k$. The `linear_combination` at the end contains `(lam / 2) * (hp - hm)`, which is the subtraction done above. `decay_of_slope` inserts $G(0)=-B(0)/\lambda$ and uses $\cosh-\sinh=e^{-x/\lambda}$. Both hold for any nonzero `lam`.

`bounded_iff_slope` carries the answer to the opening question. For the forward direction it assumes the wrong slope, so that `a` is nonzero, and picks the depth `lam * t` with the same $t$ as above. The equation `key` isolates $a\,e^t$, `h1` is the triangle inequality, `h3` uses $e^{-t}\le1$, and `h4` uses $t+1\le e^t$. From these and the bound `h2`, `nlinarith` derives the contradiction. The converse reads off the bound $|B(0)|$ from the decay law. `meissner_effect` then joins the forward direction to `decay_of_slope`.

For the current, the proof takes $-\mu_0 j$ as the gradient `G`. The mode with $k=1/\lambda$ vanishes at the surface and therefore at every depth, so $\mu_0 j=B/\lambda$ throughout. For the flux, the integrand is replaced by the exponential, and depth is rescaled in units of $\lambda$. The witness is checked by differentiating it twice.

## A growing field, and a sample cut off at finite depth

Without the bound, the decay law fails for $B(x)=\cosh(x/\lambda)$. This function satisfies the London equation and has $B(0)=1$, but it grows with depth. It also satisfies $|B(x)|\le e^{x/\lambda}$ for $x\ge0$, so even a bound of the form $Ce^{x/\lambda}$ is too weak to replace boundedness. The solution is physical in another geometry: in a film with equal fields on both faces, the profile is a hyperbolic cosine centred on the mid-plane.

The same mode argument gives a boundary condition for a computation that stops at a finite depth $L>0$. Suppose that the London equation holds on $[0,L]$ and that $B'(L)=-B(L)/\lambda$. The mode $u=B'+B/\lambda$ then vanishes at $L$. Since $u(0)=u(L)e^{-L/\lambda}$, it vanishes at the surface too, and $B(x)=B(0)e^{-x/\lambda}$ on the whole interval. This finite-depth version is argued here by hand, as the Lean theorems concern the full half-space. In the continuum equation, the condition at $L$ reproduces the half-space field without any truncation error, whereas setting $B(L)=0$ changes the profile whenever $B(0)\ne0$.
